# With positive definite \(\varepsilon\), finitely many symmetric preconditioners can be switched freely in linearised SCF exactly when every \(P_i\varepsilon\) has its eigenvalues in (0,2)

Take two density components, \(\varepsilon=1\), and the preconditioners

\[
P_0=\begin{pmatrix}1/2&0\\0&3/2\end{pmatrix},\qquad
P_1=\begin{pmatrix}1&1/2\\1/2&1\end{pmatrix}.
\]

Both have eigenvalues 1/2 and 3/2, but they do not commute. Still, \(1-P_0\) and \(1-P_1\) each halve the length of every error vector, so the error tends to zero in whatever order they are applied. For general positive definite \(\varepsilon\), the energy \(e\cdot\varepsilon e\) takes the place of the squared length.

## A linear error and fixed preconditioners

Near self-consistency, let \(e_k\) be the deviation from the solution after \(k\) steps and \(\varepsilon\) the dielectric matrix, which turns a deviation into a residual (input minus output). If step \(k\) uses preconditioner \(s(k)\), then

\[
e_{k+1}=(1-P_{s(k)}\varepsilon)\,e_k .
\]

This bears on changing the mixing parameter or preconditioner during an SCF run, as long as the response is linear and each preconditioner is a fixed matrix. Nonlinear steps and history-dependent schemes such as DIIS lie beyond the model.

In Lean, `n` labels the finitely many components, `ι` labels the preconditioners, and `s : ℕ → ι` is any sequence, including one chosen while watching the residuals. `StableSpectrum` speaks of real eigenvalues only; for symmetric \(P\) and positive definite \(\varepsilon\), \(P\varepsilon\) has no others.

```lean
import Mathlib

open Matrix Filter Topology

namespace SwitchedPreconditioners

noncomputable section

variable {n ι : Type*} [Fintype n] [DecidableEq n]

/-- The SCF error after `k` steps, when step `k` uses the preconditioner `P (s k)`:
`e (k+1) = (1 - P (s k) ε) e k`. -/
def scfError (ε : Matrix n n ℝ) (P : ι → Matrix n n ℝ) (s : ℕ → ι) (e₀ : n → ℝ) :
    ℕ → n → ℝ
  | 0 => e₀
  | k + 1 => (1 - P (s k) * ε) *ᵥ scfError ε P s e₀ k

/-- The error energy `e · ε e`. -/
def errorEnergy (ε : Matrix n n ℝ) (e : n → ℝ) : ℝ := e ⬝ᵥ ε *ᵥ e

/-- Every real eigenvalue of `A` lies strictly between 0 and 2. -/
def StableSpectrum (A : Matrix n n ℝ) : Prop :=
  ∀ (μ : ℝ) (v : n → ℝ), v ≠ 0 → A *ᵥ v = μ • v → 0 < μ ∧ μ < 2
```

## Positive definite \(\varepsilon\): one energy for all preconditioners

Positive definite means here that \(\varepsilon\) is symmetric and that \(E(e)=e\cdot\varepsilon e\) is positive for every nonzero error. "Energy" is a name for this quadratic form, which is not in general the excess of the total energy. The matrix \(1-\chi_0K\), with symmetric response \(\chi_0\) and positive definite kernel \(K\), is generally not symmetric, but \(K^{1/2}(1-\chi_0K)K^{-1/2}=1-K^{1/2}\chi_0K^{1/2}\) is, and it is positive definite if \(\chi_0\) is negative semidefinite. To apply the theorem, take this matrix as \(\varepsilon\), \(K^{1/2}e_k\) as the error and \(K^{1/2}P_iK^{-1/2}\) as the preconditioners; it is these transformed preconditioners that must be symmetric.

Let \(u_j\) be orthonormal eigenvectors of \(\varepsilon\) with eigenvalues \(l_j>0\). The matrix \(B\) with rows \(\sqrt{l_j}\,u_j^T\) is invertible and satisfies \(B^TB=\varepsilon\), so

\[
x\cdot\varepsilon y=(Bx)\cdot(By),\qquad E(x)=|Bx|^2 .
\]

`symmetric_modes` supplies the eigenvectors and the expansion of scalar products in them, and `posDef_factor` builds \(B\) by comparing matrix entries. `dot_symm` moves a symmetric matrix across a scalar product. `eigenvalue_pos` serves the case of positive definite \(P\): if \(P\varepsilon v=\mu v\) with \(v\neq0\), then \((\varepsilon v)\cdot P(\varepsilon v)=\mu\,v\cdot\varepsilon v\), and both scalar products are positive, so \(\mu>0\).

Symmetric and invertible is not enough for \(\varepsilon\). Take \(\varepsilon=\mathrm{diag}(1,-1)\) and

\[
P_\pm=\begin{pmatrix}0&\pm1\\\pm1&-2\end{pmatrix},\qquad
1-P_\pm\varepsilon=\begin{pmatrix}1&\pm1\\\mp1&-1\end{pmatrix}.
\]

Both products \(P_\pm\varepsilon\) have only the eigenvalue 1, yet applying \(P_-\) and then \(P_+\) takes \((1,-1)\) to \((2,2)\) and on to \((4,-4)\).

```lean
omit [DecidableEq n] in
/-- A real symmetric matrix can be moved from one side of a scalar product to the other. -/
theorem dot_symm {A : Matrix n n ℝ} (hA : A.IsHermitian) (x y : n → ℝ) :
    x ⬝ᵥ A *ᵥ y = (A *ᵥ x) ⬝ᵥ y := by
  have h : Aᵀ = A := (conjTranspose_eq_transpose_of_trivial A).symm.trans hA.eq
  rw [dotProduct_mulVec, ← mulVec_transpose, h]

omit [DecidableEq n] in
/-- For positive definite `P` and `ε`, every real eigenvalue of `P ε` is positive. -/
theorem eigenvalue_pos {P ε : Matrix n n ℝ} (hP : P.PosDef) (hε : ε.PosDef)
    {μ : ℝ} {v : n → ℝ} (hv : v ≠ 0) (h : (P * ε) *ᵥ v = μ • v) : 0 < μ := by
  have h1 : 0 < v ⬝ᵥ ε *ᵥ v := by
    simpa only [star_trivial] using hε.dotProduct_mulVec_pos hv
  have hne : ε *ᵥ v ≠ 0 := by
    intro h0
    rw [h0, dotProduct_zero] at h1
    exact lt_irrefl _ h1
  have h2 : 0 < (ε *ᵥ v) ⬝ᵥ P *ᵥ (ε *ᵥ v) := by
    simpa only [star_trivial] using hP.dotProduct_mulVec_pos hne
  rw [mulVec_mulVec, h, dotProduct_smul, smul_eq_mul, dotProduct_comm] at h2
  by_contra hμ
  nlinarith [mul_nonneg (neg_nonneg.2 (not_lt.1 hμ)) h1.le]

/-- A real symmetric matrix has eigenvectors in which every scalar product is the sum of
products of amplitudes. -/
theorem symmetric_modes {H : Matrix n n ℝ} (hH : H.IsHermitian) :
    ∃ (u : n → n → ℝ) (μ : n → ℝ), (∀ j, u j ≠ 0 ∧ H *ᵥ u j = μ j • u j) ∧
      ∀ x y : n → ℝ, x ⬝ᵥ y = ∑ j, (u j ⬝ᵥ x) * (u j ⬝ᵥ y) := by
  have key : ∀ x y : EuclideanSpace ℝ n, inner ℝ x y = x.ofLp ⬝ᵥ y.ofLp := by
    intro x y
    simp [PiLp.inner_apply, dotProduct, mul_comm]
  refine ⟨fun j => (hH.eigenvectorBasis j).ofLp, hH.eigenvalues,
    fun j => ⟨fun h => ?_, hH.mulVec_eigenvectorBasis j⟩, fun x y => ?_⟩
  · apply hH.eigenvectorBasis.orthonormal.ne_zero j
    ext a
    exact congrFun h a
  · have h := hH.eigenvectorBasis.sum_inner_mul_inner (WithLp.toLp 2 x) (WithLp.toLp 2 y)
    simp only [key] at h
    exact h.symm.trans (Finset.sum_congr rfl fun j _ =>
      congrArg₂ (· * ·) (dotProduct_comm _ _) rfl)

/-- A positive definite `ε` factors as `Bᵀ B` with `B` invertible, and `B` turns the
`ε`-weighted scalar product into the ordinary one. -/
theorem posDef_factor {ε : Matrix n n ℝ} (hε : ε.PosDef) :
    ∃ B : Matrix n n ℝ, IsUnit B.det ∧ Bᵀ * B = ε ∧
      ∀ x y : n → ℝ, x ⬝ᵥ ε *ᵥ y = (B *ᵥ x) ⬝ᵥ (B *ᵥ y) := by
  obtain ⟨B, hB⟩ : ∃ B : Matrix n n ℝ, Bᵀ * B = ε := by
    obtain ⟨u, l, hu, hp⟩ := symmetric_modes hε.isHermitian
    have hl : ∀ j, 0 < l j := fun j =>
      eigenvalue_pos PosDef.one hε (hu j).1 (by rw [Matrix.one_mul]; exact (hu j).2)
    -- the rows of B are the eigenvectors scaled by the root of the eigenvalue
    refine ⟨Matrix.of fun j a => √(l j) * u j a, ?_⟩
    ext a b
    have h := hp (Pi.single a 1) (ε *ᵥ Pi.single b 1)
    have h0 : (Pi.single a 1 : n → ℝ) ⬝ᵥ ε *ᵥ Pi.single b 1 = ε a b := by simp
    have h1 : ∀ j, u j ⬝ᵥ (Pi.single a 1 : n → ℝ) = u j a := fun j => by simp
    have h2 : ∀ j, u j ⬝ᵥ ε *ᵥ (Pi.single b 1 : n → ℝ) = l j * u j b := fun j => by
      rw [dot_symm hε.isHermitian, (hu j).2]
      simp
    rw [h0] at h
    simp only [h1, h2] at h
    rw [h, Matrix.mul_apply]
    refine Finset.sum_congr rfl fun j _ => ?_
    simp only [transpose_apply, of_apply]
    linear_combination (u j a * u j b) * Real.mul_self_sqrt (hl j).le
  refine ⟨B, ?_, hB, fun x y => ?_⟩
  · have hd := hε.det_pos
    rw [← hB, det_mul, det_transpose] at hd
    refine isUnit_iff_ne_zero.2 fun h => ?_
    rw [h] at hd
    simp at hd
  · rw [← hB, ← mulVec_mulVec, dotProduct_mulVec, vecMul_transpose]
```

## Symmetric \(P_i\): modes that add up to the energy

A symmetric preconditioner is reciprocal: a residual in component \(a\) corrects component \(b\) as strongly as the reverse. Simple mixing, \(P=\alpha 1\), is an example.

Symmetry of \(P_i\) makes \(BP_iB^T\) symmetric. Let \(u_{ij}\) now be its orthonormal eigenvectors, \(\mu_{ij}\) the eigenvalues, and \(w_{ij}=B^{-1}u_{ij}\). Then

\[
P_i\varepsilon w_{ij}=P_iB^Tu_{ij}=B^{-1}(BP_iB^T)u_{ij}=\mu_{ij}w_{ij},
\]

\[
E(x)=\sum_j(u_{ij}\cdot Bx)^2=\sum_j(w_{ij}\cdot\varepsilon x)^2 .
\]

The `calc` block of `preconditioned_modes` is the first line, for a single \(P\). The last section shows what can happen without symmetry.

```lean
/-- For positive definite `ε` and symmetric `P`, the matrix `P ε` has real eigenmodes in which
the error energy is the sum of the squared amplitudes. -/
theorem preconditioned_modes {ε P : Matrix n n ℝ} (hε : ε.PosDef) (hP : P.IsHermitian) :
    ∃ (w : n → n → ℝ) (μ : n → ℝ), (∀ j, w j ≠ 0 ∧ (P * ε) *ᵥ w j = μ j • w j) ∧
      ∀ x : n → ℝ, errorEnergy ε x = ∑ j, (w j ⬝ᵥ ε *ᵥ x) ^ 2 := by
  obtain ⟨B, hdet, hB, hdot⟩ := posDef_factor hε
  have hPT : Pᵀ = P := (conjTranspose_eq_transpose_of_trivial P).symm.trans hP.eq
  have hH : (B * P * Bᵀ).IsHermitian := by
    show (B * P * Bᵀ)ᴴ = B * P * Bᵀ
    rw [conjTranspose_eq_transpose_of_trivial, transpose_mul, transpose_mul,
      transpose_transpose, hPT, Matrix.mul_assoc]
  obtain ⟨u, μ, hu, hp⟩ := symmetric_modes hH
  have hBw : ∀ j, B *ᵥ (B⁻¹ *ᵥ u j) = u j := fun j => by
    rw [mulVec_mulVec, mul_nonsing_inv B hdet, one_mulVec]
  -- pull the eigenvectors of B P Bᵀ back by B⁻¹
  refine ⟨fun j => B⁻¹ *ᵥ u j, μ, fun j => ⟨fun h => ?_, ?_⟩, fun x => ?_⟩
  · have h' : B⁻¹ *ᵥ u j = 0 := h
    exact (hu j).1 (by rw [← hBw j, h', mulVec_zero])
  · calc (P * ε) *ᵥ (B⁻¹ *ᵥ u j) = (P * Bᵀ) *ᵥ (B *ᵥ (B⁻¹ *ᵥ u j)) := by
          simp only [← hB, mulVec_mulVec, Matrix.mul_assoc]
      _ = (P * Bᵀ) *ᵥ u j := by rw [hBw]
      _ = B⁻¹ *ᵥ ((B * P * Bᵀ) *ᵥ u j) := by
          rw [mulVec_mulVec, Matrix.mul_assoc B, ← Matrix.mul_assoc B⁻¹,
            nonsing_inv_mul B hdet, Matrix.one_mul]
      _ = μ j • (B⁻¹ *ᵥ u j) := by rw [(hu j).2, mulVec_smul]
  · rw [errorEnergy, hdot, hp]
    refine Finset.sum_congr rfl fun j _ => ?_
    show _ = ((B⁻¹ *ᵥ u j) ⬝ᵥ ε *ᵥ x) ^ 2
    rw [hdot, hBw, sq]
```

## Finitely many preconditioners: a common rate

Finiteness means that the run draws on a fixed, finite set of preconditioners. Moving the symmetric matrices across the scalar product gives

\[
w_{ij}\cdot\varepsilon P_i\varepsilon x=(P_i\varepsilon w_{ij})\cdot\varepsilon x=\mu_{ij}\,w_{ij}\cdot\varepsilon x ,
\]

so one step multiplies the amplitude \(w_{ij}\cdot\varepsilon x\) by \(1-\mu_{ij}\); this is `hamp`. If all \(\mu_{ij}\) lie in (0,2), the largest \((1-\mu_{ij})^2\) is a number \(q<1\), found by `Finite.exists_max` (if there are no modes at all, \(q=0\) serves). Summing over modes (`step`) and induction on \(k\) give

\[
E(e_k)\le q^kE(e_0).
\]

For an infinite family, eigenvalues in (0,2) do not suffice. With one component, \(\varepsilon=1\) and \(p_k=1/(k+2)^2\) at step \(k\), the error tends to \(e_0/2\), because \(\prod_{m\ge2}(1-1/m^2)=1/2\).

```lean
/-- For positive definite `ε` and finitely many symmetric preconditioners with all eigenvalues
of `P i ε` in (0,2), one factor `q < 1` per step bounds the error energy for all switching
sequences and all starts. -/
theorem uniform_energy_decay [Finite ι] {ε : Matrix n n ℝ} {P : ι → Matrix n n ℝ}
    (hε : ε.PosDef) (hP : ∀ i, (P i).IsHermitian) (hS : ∀ i, StableSpectrum (P i * ε)) :
    ∃ q : ℝ, 0 ≤ q ∧ q < 1 ∧ ∀ (s : ℕ → ι) (e₀ : n → ℝ) (k : ℕ),
      errorEnergy ε (scfError ε P s e₀ k) ≤ q ^ k * errorEnergy ε e₀ := by
  choose w μ hw hE using fun i => preconditioned_modes hε (hP i)
  have hlt : ∀ p : ι × n, (1 - μ p.1 p.2) ^ 2 < 1 := fun p => by
    have h := hS p.1 _ _ (hw p.1 p.2).1 (hw p.1 p.2).2
    nlinarith [mul_pos h.1 (sub_pos.2 h.2)]
  -- the slowest mode of all preconditioners sets the rate
  obtain ⟨q, hq0, hq1, hq⟩ :
      ∃ q : ℝ, 0 ≤ q ∧ q < 1 ∧ ∀ p : ι × n, (1 - μ p.1 p.2) ^ 2 ≤ q := by
    rcases isEmpty_or_nonempty (ι × n) with h | h
    · exact ⟨0, le_rfl, zero_lt_one, fun p => isEmptyElim p⟩
    · obtain ⟨p₀, hp₀⟩ := Finite.exists_max (fun p : ι × n => (1 - μ p.1 p.2) ^ 2)
      exact ⟨_, sq_nonneg _, hlt p₀, hp₀⟩
  have hamp : ∀ i j x, w i j ⬝ᵥ ε *ᵥ ((1 - P i * ε) *ᵥ x)
      = (1 - μ i j) * (w i j ⬝ᵥ ε *ᵥ x) := fun i j x => by
    have h1 : w i j ⬝ᵥ ε *ᵥ ((P i * ε) *ᵥ x) = ((P i * ε) *ᵥ w i j) ⬝ᵥ ε *ᵥ x := by
      rw [← mulVec_mulVec, ← mulVec_mulVec, dot_symm hε.isHermitian (w i j),
        dot_symm (hP i)]
    rw [(hw i j).2, smul_dotProduct, smul_eq_mul] at h1
    rw [sub_mulVec, one_mulVec, mulVec_sub, dotProduct_sub, h1]
    ring
  have step : ∀ i x, errorEnergy ε ((1 - P i * ε) *ᵥ x) ≤ q * errorEnergy ε x :=
    fun i x => by
      rw [hE i ((1 - P i * ε) *ᵥ x), hE i x, Finset.mul_sum]
      refine Finset.sum_le_sum fun j _ => ?_
      rw [hamp, mul_pow]
      exact mul_le_mul_of_nonneg_right (hq (i, j)) (sq_nonneg _)
  refine ⟨q, hq0, hq1, fun s e₀ k => ?_⟩
  induction k with
  | zero => simp [scfError]
  | succ k ih =>
    calc errorEnergy ε (scfError ε P s e₀ (k + 1))
        ≤ q * errorEnergy ε (scfError ε P s e₀ k) := step _ _
      _ ≤ q * (q ^ k * errorEnergy ε e₀) := mul_le_mul_of_nonneg_left ih hq0
      _ = q ^ (k + 1) * errorEnergy ε e₀ := by ring
```

## Eigenvalues in (0,2): sufficient and necessary

An eigenvalue \(\mu\le0\) means that a mode is left alone or pushed the wrong way; \(\mu\ge2\) means that it is overshot by at least its own size.

`switching_converges_iff` says: for positive definite \(\varepsilon\) and finitely many symmetric \(P_i\), the errors tend to zero for every sequence and every start if and only if all eigenvalues of every \(P_i\varepsilon\) lie in (0,2).

For necessity, never switch and start on an eigenvector \(v\). Then \(e_k=(1-\mu)^kv\), and a nonzero component of \(v\) forces \(|1-\mu|<1\). For sufficiency, each component satisfies \((Be_k)_a^2\le E(e_k)\to0\), so \(Be_k\to0\), and \(e_k=B^{-1}Be_k\to0\) by continuity.

`switching_safe` treats positive definite preconditioners, where only the upper bound 2 needs checking.

```lean
/-- For positive definite `ε` and finitely many symmetric preconditioners, the SCF errors tend
to zero for every switching sequence and every start if and only if all eigenvalues of every
`P i ε` lie in (0,2). -/
theorem switching_converges_iff [Finite ι] {ε : Matrix n n ℝ} {P : ι → Matrix n n ℝ}
    (hε : ε.PosDef) (hP : ∀ i, (P i).IsHermitian) :
    (∀ (s : ℕ → ι) (e₀ : n → ℝ), Tendsto (scfError ε P s e₀) atTop (𝓝 0)) ↔
      ∀ i, StableSpectrum (P i * ε) := by
  constructor
  · -- never switch, and start on an eigenvector
    intro h i μ v hv hμ
    have hk : ∀ k, scfError ε P (fun _ => i) v k = (1 - μ) ^ k • v := by
      intro k
      induction k with
      | zero => simp [scfError]
      | succ k ih =>
        have hs : scfError ε P (fun _ => i) v (k + 1)
            = (1 - P i * ε) *ᵥ scfError ε P (fun _ => i) v k := rfl
        rw [hs, ih, mulVec_smul, sub_mulVec, one_mulVec, hμ, pow_succ]
        module
    obtain ⟨a, ha⟩ := Function.ne_iff.1 hv
    have ha' : v a ≠ 0 := ha
    have ht := tendsto_pi_nhds.1 (h (fun _ => i) v) a
    simp only [hk, Pi.smul_apply, smul_eq_mul, Pi.zero_apply] at ht
    have ht2 := ht.mul_const (v a)⁻¹
    rw [zero_mul] at ht2
    have h3 := ht2.congr (fun k => mul_inv_cancel_right₀ ha' ((1 - μ) ^ k))
    have h4 := abs_lt.1 (tendsto_pow_atTop_nhds_zero_iff.1 h3)
    constructor <;> linarith [h4.1, h4.2]
  · intro hS s e₀
    obtain ⟨q, hq0, hq1, hq⟩ := uniform_energy_decay hε hP hS
    obtain ⟨B, hdet, -, hdot⟩ := posDef_factor hε
    have hle : ∀ x a, ((B *ᵥ x) a) ^ 2 ≤ errorEnergy ε x := fun x a => by
      rw [errorEnergy, hdot, sq]
      exact Finset.single_le_sum (f := fun b => (B *ᵥ x) b * (B *ᵥ x) b)
        (fun b _ => mul_self_nonneg _) (Finset.mem_univ a)
    have hb := (tendsto_pow_atTop_nhds_zero_of_lt_one hq0 hq1).mul_const (errorEnergy ε e₀)
    rw [zero_mul] at hb
    -- the energy bounds every component of B e, and B is invertible
    have hf : Tendsto (fun k => B *ᵥ scfError ε P s e₀ k) atTop (𝓝 0) := by
      refine tendsto_pi_nhds.2 fun a => ?_
      have hsq := squeeze_zero (fun k => sq_nonneg ((B *ᵥ scfError ε P s e₀ k) a))
        (fun k => (hle _ a).trans (hq s e₀ k)) hb
      have habs := hsq.sqrt
      simp only [Real.sqrt_sq_eq_abs, Real.sqrt_zero] at habs
      exact (tendsto_zero_iff_abs_tendsto_zero _).2 habs
    have hc : Continuous fun f : n → ℝ => B⁻¹ *ᵥ f :=
      continuous_const.matrix_mulVec continuous_id
    have hfin := (hc.tendsto 0).comp hf
    simpa only [mulVec_zero, Function.comp_def, mulVec_mulVec, nonsing_inv_mul B hdet,
      one_mulVec] using hfin

/-- For positive definite `ε` and finitely many positive definite preconditioners with all
eigenvalues of `P i ε` below 2, the errors tend to zero however the preconditioners are
switched. -/
theorem switching_safe [Finite ι] {ε : Matrix n n ℝ} {P : ι → Matrix n n ℝ}
    (hε : ε.PosDef) (hP : ∀ i, (P i).PosDef)
    (h2 : ∀ (i : ι) (μ : ℝ) (v : n → ℝ), v ≠ 0 → (P i * ε) *ᵥ v = μ • v → μ < 2)
    (s : ℕ → ι) (e₀ : n → ℝ) : Tendsto (scfError ε P s e₀) atTop (𝓝 0) :=
  (switching_converges_iff hε fun i => (hP i).isHermitian).2
    (fun i μ v hv h => ⟨eigenvalue_pos (hP i) hε hv h, h2 i μ v hv h⟩) s e₀
```

## Two non-symmetric preconditioners that fail when alternated

Let \(\varepsilon=1\) and let `shear` supply the preconditioners, so that the steps are

\[
1-P_{\text{false}}=\begin{pmatrix}0&2\\0&0\end{pmatrix},\qquad
1-P_{\text{true}}=\begin{pmatrix}0&0\\2&0\end{pmatrix}.
\]

Each squares to zero, so either preconditioner alone removes every error in two steps, and the only eigenvalue of each \(P_i\) is 1. Alternated with \(P_{\text{false}}\) first, they take \((0,1)\) to \((2,0)\) and then to \((0,4)\). The eigenvalue condition is therefore not enough for general real \(P_i\).

`Nat.bodd` gives `false` at even steps and `true` at odd ones. The proof shows by induction that the error after \(2m\) steps is \((0,4^m)\), which rules out convergence to zero. Of the counter-examples in this note, this is the one carried out in Lean.

```lean
/-- Two non-symmetric preconditioners for a system with two density components. -/
def shear : Bool → Matrix (Fin 2) (Fin 2) ℝ
  | false => !![1, -2; 0, 1]
  | true => !![1, 0; -2, 1]

/-- With `ε = 1`, each of the two `shear` preconditioners alone removes every error in two steps,
yet alternating them, with `shear false` first, from the start (0,1) does not converge to zero. -/
theorem nonsymmetric_switching_fails :
    (∀ i, (1 - shear i * 1) ^ 2 = 0) ∧
      ¬ Tendsto (scfError 1 shear Nat.bodd ![0, 1]) atTop (𝓝 0) := by
  have h0 : 1 - shear false * 1 = !![0, 2; 0, 0] := by
    ext a b
    fin_cases a <;> fin_cases b <;> simp [shear]
  have h1 : 1 - shear true * 1 = !![0, 0; 2, 0] := by
    ext a b
    fin_cases a <;> fin_cases b <;> simp [shear]
  refine ⟨fun i => ?_, fun h => ?_⟩
  · cases i
    · rw [h0, sq]
      ext a b
      fin_cases a <;> fin_cases b <;> simp [Matrix.mul_apply, Fin.sum_univ_succ]
    · rw [h1, sq]
      ext a b
      fin_cases a <;> fin_cases b <;> simp [Matrix.mul_apply, Fin.sum_univ_succ]
  · -- every pair of steps multiplies the error by four
    have even : ∀ m : ℕ, scfError 1 shear Nat.bodd ![0, 1] (2 * m) = ![0, 4 ^ m] := by
      intro m
      induction m with
      | zero => simp [scfError]
      | succ m ih =>
        have hs : scfError 1 shear Nat.bodd ![0, 1] (2 * (m + 1))
            = (1 - shear (Nat.bodd (2 * m + 1)) * 1) *ᵥ
              ((1 - shear (Nat.bodd (2 * m)) * 1) *ᵥ
                scfError 1 shear Nat.bodd ![0, 1] (2 * m)) := rfl
        have b0 : Nat.bodd (2 * m) = false := by simp
        have b1 : Nat.bodd (2 * m + 1) = true := by simp
        rw [hs, b0, b1, h0, h1, ih]
        ext a
        fin_cases a <;> simp [mulVec, dotProduct, Fin.sum_univ_succ, pow_succ]
        ring
    have hsub : Tendsto (fun m : ℕ => 2 * m) atTop atTop :=
      tendsto_atTop_mono (fun m => by show m ≤ 2 * m; omega) tendsto_id
    have h2 := (tendsto_pi_nhds.1 h 1).comp hsub
    have h3 : Tendsto (fun m : ℕ => (4 : ℝ) ^ m) atTop (𝓝 0) := by
      refine h2.congr fun m => ?_
      show scfError 1 shear Nat.bodd ![0, 1] (2 * m) 1 = 4 ^ m
      rw [even]
      simp
    have h4 := tendsto_pow_atTop_nhds_zero_iff.1 h3
    norm_num at h4

end

end SwitchedPreconditioners
```

```lean
#print axioms SwitchedPreconditioners.switching_converges_iff
#print axioms SwitchedPreconditioners.switching_safe
#print axioms SwitchedPreconditioners.nonsymmetric_switching_fails
```

```
'SwitchedPreconditioners.switching_converges_iff' depends on axioms: [propext, Classical.choice, Quot.sound]
'SwitchedPreconditioners.switching_safe' depends on axioms: [propext, Classical.choice, Quot.sound]
'SwitchedPreconditioners.nonsymmetric_switching_fails' depends on axioms: [propext, Classical.choice, Quot.sound]
```
